# Among positive semidefinite screening matrices of equal size and trace, the evenly spread one has the least negative RPA integrand

If I know only the trace of a screening matrix and replace the matrix by its average, I generally get the wrong RPA correlation integrand, and I can't tell on which side the error lies. With two modes and trace 2, the matrices \(\mathrm{diag}(1,1)\) and \(\mathrm{diag}(2,0)\) give \(2\ln 2-2\approx-0.61\) and \(\ln 3-2\approx-0.90\). My physical claim is that this is general: at one imaginary frequency, with the number of modes and the total screening fixed, an even spread gives the integrand closest to zero, and no other distribution ties with it. Can this be made rigorous, with coupling between the modes included, and checked by machine?

## Averaging the eigenvalues never lowers the integrand

Yes, for a finite number \(n\ge 1\) of modes. Let \(Q\) be the real symmetric positive semidefinite screening matrix at one imaginary frequency, and let \(\tau=\operatorname{tr}Q\). The claim is

\[
\ln\det(1+Q)-\tau\;\le\; n\ln\!\left(1+\frac{\tau}{n}\right)-\tau ,
\]

with equality exactly when \(Q=(\tau/n)\,1\). Neither side is ever positive, so the magnitude of the integrand at this frequency is at least \(\tau-n\ln(1+\tau/n)\).

Start from \(\ln y\le y-1\) for \(y>0\), which is strict unless \(y=1\). Setting \(y=x/m\) with \(x,m>0\) gives the tangent to the logarithm at \(m\):

\[
\ln x\le \ln m+\frac{x}{m}-1 ,\qquad\text{strictly if } x\ne m .
\]

Let \(A=1+Q\), with eigenvalues \(x_i\). Each is at least 1, hence positive. Their sum is \(\operatorname{tr}A=n+\tau=nm\), where \(m=1+\tau/n\) is their mean. Summing the tangent inequality gives

\[
\ln\det A=\sum_i\ln x_i\;\le\; n\ln m+\frac{1}{m}\sum_i x_i-n = n\ln m .
\]

Subtracting \(\tau\) gives the bound. If a single \(x_i\) differs from \(m\), its term is strictly smaller and so is the sum. Equality therefore forces every \(x_i=m\). A symmetric matrix \(A=UDU^{\mathsf T}\), with \(U\) orthogonal and \(D=m\,1\), is \(m\,1\) itself, so \(Q=(m-1)\,1=(\tau/n)\,1\). Conversely, this \(Q\) has \(\det(1+Q)=m^n\), which gives equality.

For two modes with mean screening \(t\), diagonal entries \(t\pm s\) and coupling \(k\),

\[
\det(1+Q)=(1+t+s)(1+t-s)-k^2=(1+t)^2-s^2-k^2 .
\]

Splitting and coupling enter in the same way, and each lowers the determinant.

## Screening matrices as Lean objects

The finite type `ι` labels the modes, and `Fintype.card ι` is \(n\). `rpaIntegrand Q` is \(\ln\det(1+Q)-\operatorname{tr}Q\), without the frequency integral or its prefactor.

The main theorem, `rpaIntegrand_le_even`, contains both the inequality and the "exactly when". Its hypothesis `Q.PosSemidef` includes symmetry. It stands for the fact that the static or imaginary-frequency response of non-interacting electrons in their ground state opposes the perturbation, so that \(-v^{1/2}\chi_0v^{1/2}\) has no negative eigenvalues; here \(v\) is the Coulomb interaction and \(\chi_0\) the non-interacting response. The matrix is real and symmetric when the orbitals and the basis functions are real. The file assumes both the symmetry and the sign, and derives neither from orbitals. `[Nonempty ι]` says \(n\ge1\).

`rpaIntegrand_lt_even` says that a positive semidefinite \(Q\) which is no multiple of the identity has a strictly lower integrand than the even matrix of the same trace. For one mode there is no such \(Q\).

The explicit formulas `rpaIntegrand_even` and `rpaIntegrand_two_modes` carry no positivity hypothesis. Their physical range is \(q\ge0\) for the first and \(t\ge0\), \(s^2+k^2\le t^2\) for the second, where the logarithms have positive arguments. Outside it an argument can be negative or zero; Lean's `Real.log` then returns the logarithm of the absolute value, or 0 at zero.

```lean
import Mathlib

open Matrix Finset

namespace RPAEvenScreening

noncomputable section

variable {ι : Type*} [Fintype ι] [DecidableEq ι]

/-- The logarithmic RPA correlation integrand `ln det (1 + Q) - tr Q` of a screening
matrix `Q`, the symmetrised `-v χ₀` at one imaginary frequency. -/
def rpaIntegrand (Q : Matrix ι ι ℝ) : ℝ :=
  Real.log (1 + Q).det - Q.trace

/-- The logarithm lies below its tangent at `m`, and strictly below it away from `m`. -/
theorem log_tangent {x m : ℝ} (hx : 0 < x) (hm : 0 < m) :
    Real.log x ≤ Real.log m + (x / m - 1) ∧
      (x ≠ m → Real.log x < Real.log m + (x / m - 1)) := by
  have hlog : Real.log (x / m) = Real.log x - Real.log m :=
    Real.log_div hx.ne' hm.ne'
  constructor
  · have h := Real.log_le_sub_one_of_pos (div_pos hx hm)
    linarith
  · intro hne
    have h1 : x / m ≠ 1 := fun h => hne ((div_eq_one_iff_eq hm.ne').mp h)
    have h := Real.log_lt_sub_one_of_pos (div_pos hx hm) h1
    linarith

omit [DecidableEq ι] in
/-- For positive numbers of mean `m`, the sum of the logarithms is at most `n ln m`, and
if it equals `n ln m` then every number is `m`. -/
theorem sum_log_le {x : ι → ℝ} {m : ℝ} (hx : ∀ i, 0 < x i) (hm : 0 < m)
    (hs : ∑ i, x i = Fintype.card ι * m) :
    ∑ i, Real.log (x i) ≤ Fintype.card ι * Real.log m ∧
      (∑ i, Real.log (x i) = Fintype.card ι * Real.log m → ∀ i, x i = m) := by
  -- the linear terms of the tangents cancel in the sum
  have hsum : ∑ i, (Real.log m + (x i / m - 1)) = Fintype.card ι * Real.log m := by
    rw [Finset.sum_add_distrib, Finset.sum_sub_distrib, ← Finset.sum_div, hs]
    simp [hm.ne']
  constructor
  · rw [← hsum]
    exact Finset.sum_le_sum fun i _ => (log_tangent (hx i) hm).1
  · intro heq i
    by_contra hne
    have hlt : ∑ j, Real.log (x j) < ∑ j, (Real.log m + (x j / m - 1)) :=
      Finset.sum_lt_sum (fun j _ => (log_tangent (hx j) hm).1)
        ⟨i, Finset.mem_univ i, (log_tangent (hx i) hm).2 hne⟩
    linarith

/-- A positive definite matrix whose eigenvalues have mean `m` satisfies
`ln det A ≤ n ln m`, with equality exactly when `A` is `m` times the identity. -/
theorem log_det_le {A : Matrix ι ι ℝ} {m : ℝ} (hA : A.PosDef) (hm : 0 < m)
    (ht : A.trace = Fintype.card ι * m) :
    Real.log A.det ≤ Fintype.card ι * Real.log m ∧
      (Real.log A.det = Fintype.card ι * Real.log m ↔ A = m • (1 : Matrix ι ι ℝ)) := by
  have hpos : ∀ i, 0 < hA.isHermitian.eigenvalues i := fun i => hA.eigenvalues_pos i
  have hdet : A.det = ∏ i, hA.isHermitian.eigenvalues i := by
    simpa using hA.isHermitian.det_eq_prod_eigenvalues
  have htr : A.trace = ∑ i, hA.isHermitian.eigenvalues i := by
    simpa using hA.isHermitian.trace_eq_sum_eigenvalues
  have hlog : Real.log A.det = ∑ i, Real.log (hA.isHermitian.eigenvalues i) := by
    rw [hdet, Real.log_prod]
    intro i _
    exact (hpos i).ne'
  have key := sum_log_le hpos hm (htr.symm.trans ht)
  refine ⟨hlog.trans_le key.1, fun heq => ?_, fun h => ?_⟩
  · -- all eigenvalues coincide, so the spectral theorem gives a multiple of the identity
    have hall := key.2 (hlog.symm.trans heq)
    have hd : diagonal (RCLike.ofReal ∘ hA.isHermitian.eigenvalues)
        = m • (1 : Matrix ι ι ℝ) := by
      ext i j
      by_cases hij : i = j
      · subst hij
        simp [hall]
      · simp [hij]
    have h := hA.isHermitian.spectral_theorem
    rw [hd, map_smul, map_one] at h
    exact h
  · rw [h, det_smul, det_one, mul_one, Real.log_pow]

/-- For a positive semidefinite `Q` of trace `τ` over `n ≥ 1` modes, the RPA integrand is at most `n
ln (1 + τ/n) - τ`, with equality exactly when `Q` is `τ/n` times the identity. -/
theorem rpaIntegrand_le_even [Nonempty ι] {Q : Matrix ι ι ℝ} (hQ : Q.PosSemidef) :
    rpaIntegrand Q ≤
        Fintype.card ι * Real.log (1 + Q.trace / Fintype.card ι) - Q.trace ∧
      (rpaIntegrand Q =
          Fintype.card ι * Real.log (1 + Q.trace / Fintype.card ι) - Q.trace ↔
        Q = (Q.trace / Fintype.card ι) • (1 : Matrix ι ι ℝ)) := by
  have hn : (0 : ℝ) < Fintype.card ι := by exact_mod_cast Fintype.card_pos
  have hτ : 0 ≤ Q.trace := hQ.trace_nonneg
  have hm : 0 < 1 + Q.trace / Fintype.card ι := by positivity
  have hA : (1 + Q).PosDef := Matrix.PosDef.one.add_posSemidef hQ
  have ht : (1 + Q).trace = Fintype.card ι * (1 + Q.trace / Fintype.card ι) := by
    rw [trace_add, trace_one, mul_add, mul_one, mul_div_cancel₀ _ hn.ne']
  have key := log_det_le hA hm ht
  unfold rpaIntegrand
  refine ⟨by linarith [key.1], ?_⟩
  rw [sub_left_inj, key.2, add_smul, one_smul, add_right_inj]

/-- For the matrix equal to `q` times the identity over `n` modes, the RPA integrand is `n (ln (1 +
q) - q)`. -/
theorem rpaIntegrand_even (q : ℝ) :
    rpaIntegrand (q • (1 : Matrix ι ι ℝ)) =
      Fintype.card ι * (Real.log (1 + q) - q) := by
  have h : (1 : Matrix ι ι ℝ) + q • (1 : Matrix ι ι ℝ) = (1 + q) • 1 := by
    rw [add_smul, one_smul]
  unfold rpaIntegrand
  rw [h, det_smul, det_one, mul_one, Real.log_pow, trace_smul, trace_one, smul_eq_mul]
  ring

/-- A positive semidefinite matrix that is not a multiple of the identity has a strictly lower RPA
integrand than the evenly spread screening of the same trace. -/
theorem rpaIntegrand_lt_even [Nonempty ι] {Q : Matrix ι ι ℝ} (hQ : Q.PosSemidef)
    (hne : ∀ q : ℝ, Q ≠ q • (1 : Matrix ι ι ℝ)) :
    rpaIntegrand Q <
      rpaIntegrand ((Q.trace / Fintype.card ι) • (1 : Matrix ι ι ℝ)) := by
  have hn : (Fintype.card ι : ℝ) ≠ 0 := by exact_mod_cast Fintype.card_ne_zero
  have key := rpaIntegrand_le_even hQ
  have hlt := lt_of_le_of_ne key.1 fun h => hne _ (key.2.mp h)
  have hc : (Fintype.card ι : ℝ) * (Q.trace / Fintype.card ι) = Q.trace := by
    field_simp
  rw [rpaIntegrand_even, mul_sub, hc]
  exact hlt

/-- For two modes of mean screening `t`, splitting `2 s` and coupling `k`, the RPA
integrand is `ln ((1 + t)² - s² - k²) - 2 t`. -/
theorem rpaIntegrand_two_modes (t s k : ℝ) :
    rpaIntegrand !![t + s, k; k, t - s] =
      Real.log ((1 + t) ^ 2 - s ^ 2 - k ^ 2) - 2 * t := by
  have hdet : (1 + !![t + s, k; k, t - s]).det = (1 + t) ^ 2 - s ^ 2 - k ^ 2 := by
    simp [det_fin_two]
    ring
  have htr : (!![t + s, k; k, t - s]).trace = 2 * t := by
    rw [trace_fin_two]
    change (t + s) + (t - s) = 2 * t
    ring
  rw [rpaIntegrand, hdet, htr]

end

end RPAEvenScreening
```

```lean
#print axioms RPAEvenScreening.rpaIntegrand_lt_even
-- 'RPAEvenScreening.rpaIntegrand_lt_even' depends on axioms: [propext, Classical.choice, Quot.sound]
#print axioms RPAEvenScreening.rpaIntegrand_two_modes
-- 'RPAEvenScreening.rpaIntegrand_two_modes' depends on axioms: [propext, Classical.choice, Quot.sound]
```

## From one tangent line to the determinant

`log_tangent` applies Mathlib's \(\ln y\le y-1\), and its strict version, to \(y=x/m\).

`sum_log_le` adds the tangents. Its intermediate result `hsum` is the cancellation of the linear terms, which uses the mean. For the equality case it supposes that some \(x_i\ne m\); `Finset.sum_lt_sum` then makes the whole sum strictly smaller, a contradiction.

`log_det_le` brings in the matrix. Determinant and trace become the product and sum of the eigenvalues, and positive definiteness makes the logarithm of the product a sum of logarithms. In the equality case the diagonal matrix in the spectral theorem is \(m\,1\), and the orthogonal rotation leaves it unchanged.

`rpaIntegrand_le_even` sets \(A=1+Q\) and \(m=1+\tau/n\), then removes the common \(\tau\) and the common identity matrix. The strict theorem combines this with the value \(n(\ln(1+q)-q)\) at \(q=\tau/n\). The two-mode formula is a direct expansion of the determinant.

## Complex matrices, and the bound in an RPA code

The statement could have been modelled with complex Hermitian matrices, which suit periodic systems with time-reversal symmetry at a general wavevector. The determinant and trace would then be complex numbers with zero imaginary part, and the definition would take their real parts. The same eigenvalue argument would apply, though the file treats only real matrices.

In an RPA code with an auxiliary basis, \(Q\) is built at each imaginary-frequency quadrature point. A Cholesky factorisation \(1+Q=LL^{\mathsf T}\) gives \(\ln\det(1+Q)=2\sum_i\ln L_{ii}\), and the trace is subtracted. For such a finite, positive semidefinite \(Q\), a value above \(n\ln(1+\tau/n)-\tau\) by more than rounding error signals a fault in the evaluation of the determinant or the trace. The test can't show that \(Q\) itself is right, since every positive semidefinite matrix passes it. Here \(n\) is the size of the auxiliary basis. At fixed \(\tau\) the bound approaches zero as \(n\) grows, so the test is weak when a large basis contains many nearly unscreened modes.
